# Inverse purity is a lower bound on the rank of a finite density matrix

A state counts as occupied here when its population, an eigenvalue of the density matrix, is strictly positive, however small. Levels are counted with multiplicity and no numerical cutoff is applied. With this convention the number of occupied states is exactly the rank.

For a finite Hermitian matrix $H$,

$$(\operatorname{tr}H)^2\le \operatorname{rank}(H)\,\operatorname{tr}(H^2),$$

with equality exactly when all nonzero eigenvalues coincide, or equivalently when $H^2=cH$ for some real $c$. For a density matrix $\rho$ with purity $P=\operatorname{tr}\rho^2$, this says that $1/P$ is at most the number of occupied states.

## Sizing a low-rank factor

In an orthonormal basis $P=\sum_{ij}|\rho_{ij}|^2$, so a code can evaluate it without diagonalising. If a finite density matrix is stored exactly as $\rho=LL^\dagger$, then $L$ needs at least $1/P$ columns. An approximate factorisation may use fewer.

The general inequality also applies to a one-particle density matrix $\gamma$ in a finite orthonormal orbital basis. If its trace is $N>0$, at least $N^2/\operatorname{tr}\gamma^2$ natural orbitals have nonzero occupation.

## The defect as a sum of squared spacings

Write $H=UDU^\dagger$, with $U$ unitary and $D$ the diagonal matrix of the real eigenvalues $\lambda_i$. Since $U^\dagger U=1$,

$$H^2=UDU^\dagger UDU^\dagger=UD^2U^\dagger .$$

Let $S$ be the set of indices with $\lambda_i\ne0$, and let $r$ be its size. Zero eigenvalues add nothing to either trace, and multiplication by a unitary preserves rank, so

$$\operatorname{tr}H=\sum_{i\in S}\lambda_i,\qquad \operatorname{tr}H^2=\sum_{i\in S}\lambda_i^2,\qquad \operatorname{rank}H=r .$$

Expanding the squared spacings over ordered pairs gives

$$\sum_{i,j\in S}(\lambda_i-\lambda_j)^2
=2r\sum_{i\in S}\lambda_i^2-2\Big(\sum_{i\in S}\lambda_i\Big)^2,$$

and therefore

$$r\operatorname{tr}H^2-(\operatorname{tr}H)^2=\frac12\sum_{i,j\in S}(\lambda_i-\lambda_j)^2\ge0 .$$

The right-hand side vanishes exactly when every spacing within $S$ does.

The restriction to $S$ matters. Summing over all $n$ levels would put the matrix dimension $n$ in place of the rank, and equality would then require every eigenvalue to agree, zeros included. A projector of rank $r$ with $0<r<n$ saturates the rank bound but not the dimension bound.

In the eigenbasis, $H^2=cH$ means $\lambda_i^2=c\lambda_i$ for every $i$, so each nonzero eigenvalue equals $c$. Conversely, if the nonzero eigenvalues share a value, take it as $c$; if there are none, take $c=0$.

For a density matrix, $\lambda_i\ge0$ and $\operatorname{tr}\rho=1$. Nonzero levels are then the occupied ones, and the inequality reads $1\le rP$. Since $P\ge0$, this forces $P>0$, and division gives $1/P\le r$. Equality means that all occupied populations are equal, each being $1/r$.

```lean
import Mathlib

open Matrix
open scoped ComplexOrder

namespace RankTraceBound

noncomputable section

variable {n : Type*} [Fintype n] [DecidableEq n] {H ρ : Matrix n n ℂ}

/-- The levels of a Hermitian matrix with nonzero eigenvalue, counted with multiplicity. -/
def nonzeroLevels (hH : H.IsHermitian) : Finset n :=
  Finset.univ.filter fun i => hH.eigenvalues i ≠ 0

/-- The levels of a Hermitian matrix with strictly positive eigenvalue (population). -/
def occupied (hH : H.IsHermitian) : Finset n :=
  Finset.univ.filter fun i => 0 < hH.eigenvalues i

/-- The purity `tr ρ²`, as a real number. -/
def purity (ρ : Matrix n n ℂ) : ℝ := (ρ * ρ).trace.re

/-- One unitary diagonalises both `H` and `H²`, with the eigenvalues of `H` and their squares
on the diagonal. -/
theorem exists_diagonalization (hH : H.IsHermitian) :
    ∃ U : Matrix n n ℂ, star U * U = 1 ∧
      H = U * diagonal (fun i => (hH.eigenvalues i : ℂ)) * star U ∧
      H * H = U * diagonal (fun i => ((hH.eigenvalues i ^ 2 : ℝ) : ℂ)) * star U := by
  have hU : star (hH.eigenvectorUnitary : Matrix n n ℂ) * hH.eigenvectorUnitary = 1 :=
    Matrix.mem_unitaryGroup_iff'.1 hH.eigenvectorUnitary.2
  have h : H = (hH.eigenvectorUnitary : Matrix n n ℂ) *
      diagonal (fun i => (hH.eigenvalues i : ℂ)) *
      star (hH.eigenvectorUnitary : Matrix n n ℂ) := by
    have h := hH.spectral_theorem
    rw [Unitary.conjStarAlgAut_apply] at h
    exact h
  refine ⟨hH.eigenvectorUnitary, hU, h, ?_⟩
  have hD : diagonal (fun i => (hH.eigenvalues i : ℂ)) *
      diagonal (fun i => (hH.eigenvalues i : ℂ)) =
      diagonal (fun i => ((hH.eigenvalues i ^ 2 : ℝ) : ℂ)) := by
    rw [Matrix.diagonal_mul_diagonal]
    exact congrArg diagonal (funext fun i => by push_cast; ring)
  rw [← hD]
  generalize diagonal (fun i => (hH.eigenvalues i : ℂ)) = D at h ⊢
  generalize (hH.eigenvectorUnitary : Matrix n n ℂ) = U at h hU ⊢
  -- the inner pair of unitaries cancels
  calc H * H = (U * D * star U) * (U * D * star U) := by rw [← h]
    _ = U * D * (star U * U) * (D * star U) := by simp only [mul_assoc]
    _ = U * (D * D) * star U := by rw [hU, mul_one]; simp only [mul_assoc]

/-- The traces of `H` and `H²` are the sums of the nonzero eigenvalues and of their squares,
and the rank is the number of nonzero eigenvalues. -/
theorem traces_and_rank (hH : H.IsHermitian) :
    H.trace = ((∑ i ∈ nonzeroLevels hH, hH.eigenvalues i : ℝ) : ℂ) ∧
    (H * H).trace = ((∑ i ∈ nonzeroLevels hH, hH.eigenvalues i ^ 2 : ℝ) : ℂ) ∧
    H.rank = (nonzeroLevels hH).card := by
  have hz : ∀ i, i ∉ nonzeroLevels hH → hH.eigenvalues i = 0 := by
    intro i hi
    simpa [nonzeroLevels] using hi
  refine ⟨?_, ?_, ?_⟩
  · rw [Finset.sum_subset (Finset.subset_univ _) (fun i _ hi => hz i hi)]
    exact hH.trace_eq_sum_eigenvalues.trans (Complex.ofReal_sum _ _).symm
  · rw [Finset.sum_subset (Finset.subset_univ _) (fun i _ hi => by rw [hz i hi]; norm_num)]
    obtain ⟨U, hU, -, h2⟩ := exists_diagonalization hH
    rw [h2, Matrix.trace_mul_cycle, hU, one_mul, Matrix.trace_diagonal]
    exact (Complex.ofReal_sum _ _).symm
  · exact hH.rank_eq_card_non_zero_eigs.trans
      (Fintype.card_of_subtype _ (fun i => by simp [nonzeroLevels]))

/-- The difference `rank(H) tr(H²) - (tr H)²` is half the sum of the squared spacings over all
ordered pairs of nonzero levels. -/
theorem defect_eq_spacings (hH : H.IsHermitian) :
    (H.rank : ℝ) * (H * H).trace.re - H.trace.re ^ 2 =
      (1 / 2) * ∑ i ∈ nonzeroLevels hH, ∑ j ∈ nonzeroLevels hH,
        (hH.eigenvalues i - hH.eigenvalues j) ^ 2 := by
  obtain ⟨h1, h2, h3⟩ := traces_and_rank hH
  rw [h1, h2, h3, Complex.ofReal_re, Complex.ofReal_re]
  -- expand the squares and sum term by term
  simp only [sub_sq, Finset.sum_add_distrib, Finset.sum_sub_distrib, Finset.sum_const,
    nsmul_eq_mul, ← Finset.mul_sum, ← Finset.sum_mul]
  ring

/-- For a Hermitian matrix, `(tr H)² ≤ rank(H) tr(H²)`, with equality exactly when all nonzero
eigenvalues coincide. -/
theorem trace_sq_le_rank_mul (hH : H.IsHermitian) :
    H.trace.re ^ 2 ≤ H.rank * (H * H).trace.re ∧
    (H.trace.re ^ 2 = H.rank * (H * H).trace.re ↔
      ∀ i ∈ nonzeroLevels hH, ∀ j ∈ nonzeroLevels hH,
        hH.eigenvalues i = hH.eigenvalues j) := by
  have hd := defect_eq_spacings hH
  have hin : ∀ i ∈ nonzeroLevels hH, 0 ≤ ∑ j ∈ nonzeroLevels hH,
      (hH.eigenvalues i - hH.eigenvalues j) ^ 2 :=
    fun i _ => Finset.sum_nonneg fun j _ => sq_nonneg _
  have hnn := Finset.sum_nonneg hin
  refine ⟨by linarith, ?_, ?_⟩
  · -- a vanishing sum of squares has vanishing terms
    intro h i hi j hj
    have h0 := (Finset.sum_eq_zero_iff_of_nonneg hin).1 (by linarith) i hi
    have h1 := (Finset.sum_eq_zero_iff_of_nonneg (fun j _ => sq_nonneg _)).1 h0 j hj
    exact sub_eq_zero.1 (pow_eq_zero_iff two_ne_zero |>.1 h1)
  · intro h
    have h0 : ∑ i ∈ nonzeroLevels hH, ∑ j ∈ nonzeroLevels hH,
        (hH.eigenvalues i - hH.eigenvalues j) ^ 2 = 0 :=
      Finset.sum_eq_zero fun i hi => Finset.sum_eq_zero fun j hj => by
        rw [h i hi j hj]; ring
    rw [h0] at hd
    linarith

/-- A Hermitian matrix satisfies `H² = c H` exactly when each eigenvalue satisfies
`λ² = c λ`. -/
theorem sq_eq_smul_iff (hH : H.IsHermitian) (c : ℝ) :
    H * H = (c : ℂ) • H ↔ ∀ i, hH.eigenvalues i ^ 2 = c * hH.eigenvalues i := by
  obtain ⟨U, hU, h1, h2⟩ := exists_diagonalization hH
  have cancel : ∀ X : Matrix n n ℂ, star U * (U * X * star U) * U = X := by
    intro X
    calc star U * (U * X * star U) * U = (star U * U) * X * (star U * U) := by
          simp only [mul_assoc]
      _ = X := by rw [hU, one_mul, mul_one]
  constructor
  · intro h i
    -- pass to the eigenbasis and compare diagonal entries
    have e := congrArg (fun M => star U * M * U)
      (h2.symm.trans (h.trans (congrArg (fun M => (c : ℂ) • M) h1)))
    simp only [Matrix.mul_smul, Matrix.smul_mul, cancel] at e
    have e' := congrFun (congrFun e i) i
    simp only [Matrix.smul_apply, Matrix.diagonal_apply_eq, smul_eq_mul] at e'
    exact_mod_cast e'
  · intro h
    have e : diagonal (fun i => ((hH.eigenvalues i ^ 2 : ℝ) : ℂ)) =
        (c : ℂ) • diagonal (fun i => (hH.eigenvalues i : ℂ)) := by
      rw [← Matrix.diagonal_smul]
      exact congrArg diagonal (funext fun i => by
        simp only [Pi.smul_apply, smul_eq_mul]
        exact_mod_cast h i)
    rw [e, Matrix.mul_smul, Matrix.smul_mul] at h2
    exact h2.trans (congrArg (fun M => (c : ℂ) • M) h1.symm)

/-- Equality `(tr H)² = rank(H) tr(H²)` holds exactly when `H² = c H` for some real `c`. -/
theorem equality_iff_sq_eq_smul (hH : H.IsHermitian) :
    H.trace.re ^ 2 = H.rank * (H * H).trace.re ↔ ∃ c : ℝ, H * H = (c : ℂ) • H := by
  rw [(trace_sq_le_rank_mul hH).2]
  simp only [sq_eq_smul_iff hH, nonzeroLevels, Finset.mem_filter, Finset.mem_univ, true_and]
  constructor
  · intro h
    by_cases h0 : ∃ k, hH.eigenvalues k ≠ 0
    · obtain ⟨k, hk⟩ := h0
      refine ⟨hH.eigenvalues k, fun i => ?_⟩
      by_cases hi : hH.eigenvalues i = 0
      · rw [hi]; ring
      · rw [h i hi k hk]; ring
    · push Not at h0
      exact ⟨0, fun i => by rw [h0 i]; ring⟩
  · rintro ⟨c, hc⟩ i hi j hj
    have key : ∀ k, hH.eigenvalues k ≠ 0 → hH.eigenvalues k = c := fun k hk =>
      mul_right_cancel₀ hk (by rw [← hc k]; ring)
    rw [key i hi, key j hj]

/-- For a density matrix the purity is positive and its inverse is at most the number of
occupied states, with equality exactly when all occupied states have the same population. -/
theorem inverse_purity_le_occupied (hρ : ρ.PosSemidef) (htr : ρ.trace = 1) :
    0 < purity ρ ∧ (purity ρ)⁻¹ ≤ (occupied hρ.isHermitian).card ∧
    ((purity ρ)⁻¹ = (occupied hρ.isHermitian).card ↔
      ∀ i ∈ occupied hρ.isHermitian, ∀ j ∈ occupied hρ.isHermitian,
        hρ.isHermitian.eigenvalues i = hρ.isHermitian.eigenvalues j) := by
  -- positivity: occupied means nonzero
  have hset : occupied hρ.isHermitian = nonzeroLevels hρ.isHermitian := by
    ext i
    simp only [occupied, nonzeroLevels, Finset.mem_filter, Finset.mem_univ, true_and]
    exact ⟨fun h => h.ne', fun h => lt_of_le_of_ne (hρ.eigenvalues_nonneg i) (Ne.symm h)⟩
  obtain ⟨-, h2, h3⟩ := traces_and_rank hρ.isHermitian
  have hnn : 0 ≤ purity ρ := by
    rw [purity, h2, Complex.ofReal_re]
    exact Finset.sum_nonneg fun i _ => sq_nonneg _
  obtain ⟨hb, he⟩ := trace_sq_le_rank_mul hρ.isHermitian
  rw [htr, h3, Complex.one_re, one_pow] at hb he
  change 1 ≤ _ * purity ρ at hb
  change 1 = _ * purity ρ ↔ _ at he
  have hpos : 0 < purity ρ := by
    rcases hnn.eq_or_lt with h | h
    · rw [← h, mul_zero] at hb
      linarith
    · exact h
  rw [hset]
  refine ⟨hpos, ?_, ?_⟩
  · rw [inv_eq_one_div, div_le_iff₀ hpos]
    exact hb
  · rw [← he]
    constructor
    · intro h
      rw [← h, inv_mul_cancel₀ hpos.ne']
    · intro h
      exact inv_eq_of_mul_eq_one_left h.symm

end

end RankTraceBound
```

```lean
#print axioms RankTraceBound.equality_iff_sq_eq_smul
-- 'RankTraceBound.equality_iff_sq_eq_smul' depends on axioms: [propext, Classical.choice, Quot.sound]
#print axioms RankTraceBound.inverse_purity_le_occupied
-- 'RankTraceBound.inverse_purity_le_occupied' depends on axioms: [propext, Classical.choice, Quot.sound]
```

## From the Lean statements to the physics

The finite type `n` labels basis states, and `hH.eigenvalues` assigns a real eigenvalue to each index. The sets `nonzeroLevels` and `occupied` select indices, so degenerate levels are counted separately. A density matrix is specified by `ρ.PosSemidef` and `ρ.trace = 1`. Traces of complex matrices are complex in Lean, hence the `.re`; `traces_and_rank` shows that both traces are real, so nothing is lost.

`exists_diagonalization` supplies the common unitary, and `traces_and_rank` the three spectral expressions. `defect_eq_spacings` expands the double sum with `simp` and finishes with `ring`. In `trace_sq_le_rank_mul`, nonnegativity of the squares gives the bound, and `Finset.sum_eq_zero_iff_of_nonneg` turns a vanishing sum into vanishing spacings.

`sq_eq_smul_iff` compares diagonal entries in the eigenbasis, and `equality_iff_sq_eq_smul` separates the case with no nonzero eigenvalue. Finally, `inverse_purity_le_occupied` identifies the two index sets by positivity, proves the purity positive, and divides.

## Exact rank and numerical cutoffs

The theorems concern exact finite matrices. They do not cover infinite-dimensional states or rounding error. In a nonorthogonal basis the general inequality still holds for a Hermitian coefficient matrix, but if the overlap is ignored, the trace of that matrix and the trace of its square need not be the trace and purity of the state. The theorems also do not bound the number of populations above a chosen cutoff: if many equal populations all lie just below it, that count is zero while $1/P$ is large. Nor is $1/P$ an estimate of the rank in general, since populations $0.9$ and $0.1$ give $1/P\approx1.22$ for two occupied states.
